# A lower bound on the localisation functional for real orbitals that no pair rotation improves

## Can pair rotations stop at badly localised orbitals?

I localise $n$ real orthonormal orbitals by rotating two at a time, and I have to decide what "finished" means: a vanishing gradient, or no pair rotation through any angle that still helps. The quantity I maximise is

$$F=\sum_A\sum_{i}(Q^A_{ii})^2,$$

where the real symmetric matrices $Q^A$ are, for example, atomic population matrices in the current orbitals. I know that the second condition doesn't guarantee the global maximum in general. Does it at least exclude a very poor value of $F$?

## A floor set by traces

Take the second meaning: orbitals are pairwise stable if no rotation of two distinct orbitals, through any angle, increases $F$. Then

$$F\;\ge\;\frac{\sum_A\left[(\operatorname{tr}Q^A)^2+2\operatorname{tr}\big((Q^A)^2\big)\right]}{n+2}.$$

The traces are the same in every orthonormal basis of the orbital space, so you can evaluate the right-hand side before localising. It equals the average of $F$ over uniformly random real orthonormal orbitals of the same space (a fact not proved here), so the bound only excludes values below that average. For many orbitals this is a weak guarantee: if each of $n$ orbitals sits entirely on its own atom, the atomic populations give $F=n$, while the right-hand side is $3n/(n+2)$, which is less than $3$.

A vanishing gradient would not be enough. For two orbitals and the Pauli matrix $\sigma_x$ as the only matrix, $F=0$ is stationary, while the right-hand side is $1$.

**One pair.** Rotate orbitals $i\ne j$ through $\theta$. For one matrix write $a=Q_{ii}$, $b=Q_{jj}$, $c=Q_{ij}$. The new diagonal elements are

$$a'=a\cos^2\theta+2c\sin\theta\cos\theta+b\sin^2\theta,$$
$$b'=a\sin^2\theta-2c\sin\theta\cos\theta+b\cos^2\theta.$$

Hence $a'+b'=a+b$ and $a'-b'=(a-b)\cos2\theta+2c\sin2\theta$. Since $a'^2+b'^2=\tfrac12[(a'+b')^2+(a'-b')^2]$, the change in $a^2+b^2$ is

$$\tfrac12\left[(a'-b')^2-(a-b)^2\right]=2(a-b)c\cos2\theta\sin2\theta-\tfrac12\sin^2 2\theta\,\left[(a-b)^2-4c^2\right].$$

No other diagonal element changes. Define

$$E_{ij}=\sum_A\left[(Q^A_{ii}-Q^A_{jj})^2-4(Q^A_{ij})^2\right],$$

which is not an energy. At $\theta=\pi/4$ the first term vanishes and $F$ changes by $-\tfrac12E_{ij}$. Stability forbids an increase, so $E_{ij}\ge0$.

**All pairs.** For each symmetric matrix,

$$\sum_{i,j}(Q_{ii}-Q_{jj})^2=2n\sum_iQ_{ii}^2-2(\operatorname{tr}Q)^2,\qquad \sum_{i,j}Q_{ij}^2=\operatorname{tr}(Q^2).$$

Therefore

$$\sum_{i,j}E_{ij}=2\Big(nF-\sum_A\left[(\operatorname{tr}Q^A)^2+2\operatorname{tr}\big((Q^A)^2\big)\right]\Big).$$

This sum includes the terms $E_{ii}=-4\sum_A(Q^A_{ii})^2$, which add up to $-4F$. Removing them leaves

$$0\le\sum_{i\ne j}E_{ij}=2\Big((n+2)F-\sum_A\left[(\operatorname{tr}Q^A)^2+2\operatorname{tr}\big((Q^A)^2\big)\right]\Big),$$

and division by $2(n+2)$ gives the bound. With one orbital there are no pairs, and both sides of the bound are equal.

**When the floor is reached.** Take two orbitals and the two matrices $\sigma_z,\sigma_x$. Then $F=2$, the traces vanish, each squared matrix has trace $2$, and the bound is $8/4=2$. Both terms in the change of $F$ vanish after summing over the matrices, so every rotation leaves $F$ at this value. For $n=2$ the bound therefore can't be improved in general.

**The statement in Lean.** The finite types `ι` and `α` label the orbitals and the matrices; `Fintype.card ι` is $n$, `Q A` is $Q^A$ and `locF` is $F$. The hypothesis `hQ` says that every matrix is symmetric. `inBasis U M` is $U^{\mathsf T}MU$, with the new orbitals in the columns of $U$. In `pairRotation`, the new orbital $i$ is $\cos\theta$ times the old $i$ plus $\sin\theta$ times the old $j$, and the new $j$ has coefficients $-\sin\theta$ and $\cos\theta$. `PairStable` is the condition above, for all $i\ne j$ and all real $\theta$, and `pairExcess` is $E_{ij}$. Orthonormality enters through the interpretation of the matrices: the code starts from `Q` and doesn't build it from atomic orbitals.

```lean
import Mathlib

open Matrix

namespace PairStableOrbitals

noncomputable section

variable {ι α : Type*} [Fintype ι] [DecidableEq ι] [Fintype α]

/-- The localisation functional: the sum of the squared diagonal elements of all matrices. -/
def locF (Q : α → Matrix ι ι ℝ) : ℝ := ∑ A, ∑ i, Q A i i ^ 2

/-- The matrix `M` expressed in the new orbitals whose coefficients are the columns of `U`. -/
def inBasis (U M : Matrix ι ι ℝ) : Matrix ι ι ℝ := Uᵀ * M * U

/-- For `i ≠ j`, the rotation of orbitals `i` and `j` among themselves through the angle `θ`;
column `k` holds the coefficients of the new orbital `k`. -/
def pairRotation (i j : ι) (θ : ℝ) : Matrix ι ι ℝ :=
  Matrix.of fun p k =>
    if k = i then
      Real.cos θ * (1 : Matrix ι ι ℝ) p i + Real.sin θ * (1 : Matrix ι ι ℝ) p j
    else if k = j then
      -Real.sin θ * (1 : Matrix ι ι ℝ) p i + Real.cos θ * (1 : Matrix ι ι ℝ) p j
    else (1 : Matrix ι ι ℝ) p k

/-- Orbitals are pairwise stable when no rotation of a single pair increases the functional. -/
def PairStable (Q : α → Matrix ι ι ℝ) : Prop :=
  ∀ i j, i ≠ j → ∀ θ : ℝ, locF (fun A => inBasis (pairRotation i j θ) (Q A)) ≤ locF Q

/-- The squared difference of the diagonal elements of orbitals `i` and `j`, less four times the
square of the element `i j`, summed over all matrices. -/
def pairExcess (Q : α → Matrix ι ι ℝ) (i j : ι) : ℝ :=
  ∑ A, ((Q A i i - Q A j j) ^ 2 - 4 * Q A i j ^ 2)

/-- The diagonal element of `M` for a new orbital that is a combination of orbitals `i` and `j`
with coefficients `x` and `y`. -/
theorem inBasis_diag (U M : Matrix ι ι ℝ) (k i j : ι) (x y : ℝ)
    (h : ∀ p, U p k = x * (1 : Matrix ι ι ℝ) p i + y * (1 : Matrix ι ι ℝ) p j) :
    inBasis U M k k = x ^ 2 * M i i + x * y * (M i j + M j i) + y ^ 2 * M j j := by
  simp only [inBasis, Matrix.mul_apply, Matrix.transpose_apply, h, Matrix.one_apply, mul_ite,
    mul_one, mul_zero, add_mul, mul_add, ite_mul, zero_mul, Finset.sum_add_distrib,
    Finset.sum_ite_eq', Finset.mem_univ, if_true]
  ring

/-- The exact value of the functional after a rotation of two distinct orbitals, for symmetric
matrices. -/
theorem locF_pairRotation (Q : α → Matrix ι ι ℝ) (hQ : ∀ A, (Q A).IsSymm) {i j : ι}
    (hij : i ≠ j) (θ : ℝ) :
    locF (fun A => inBasis (pairRotation i j θ) (Q A)) =
      locF Q + 2 * (Real.cos (2 * θ) * Real.sin (2 * θ)) *
          ∑ A, (Q A i i - Q A j j) * Q A i j
        - Real.sin (2 * θ) ^ 2 / 2 * pairExcess Q i j := by
  unfold locF pairExcess
  rw [Finset.mul_sum, Finset.mul_sum, ← Finset.sum_add_distrib, ← Finset.sum_sub_distrib]
  refine Finset.sum_congr rfl fun A _ => ?_
  have hi := inBasis_diag (pairRotation i j θ) (Q A) i i j (Real.cos θ) (Real.sin θ)
    (fun p => by simp [pairRotation])
  have hj := inBasis_diag (pairRotation i j θ) (Q A) j i j (-Real.sin θ) (Real.cos θ)
    (fun p => by simp [pairRotation, hij.symm])
  -- only the two rotated orbitals change their diagonal elements
  have hd : ∑ k, (inBasis (pairRotation i j θ) (Q A) k k ^ 2 - Q A k k ^ 2) =
      (inBasis (pairRotation i j θ) (Q A) i i ^ 2 - Q A i i ^ 2) +
      (inBasis (pairRotation i j θ) (Q A) j j ^ 2 - Q A j j ^ 2) := by
    refine Fintype.sum_eq_add i j hij fun k hk => ?_
    rw [inBasis_diag (pairRotation i j θ) (Q A) k k k 1 0
      (fun p => by simp [pairRotation, hk.1, hk.2])]
    ring
  rw [Finset.sum_sub_distrib, hi, hj, (hQ A).apply i j] at hd
  rw [Real.cos_two_mul', Real.sin_two_mul]
  linear_combination hd + (Q A i i ^ 2 + Q A j j ^ 2) *
    (Real.sin θ ^ 2 + Real.cos θ ^ 2 + 1) * Real.sin_sq_add_cos_sq θ

/-- For symmetric matrices and pairwise stable orbitals, the excess of every pair of distinct
orbitals is nonnegative. -/
theorem pairExcess_nonneg (Q : α → Matrix ι ι ℝ) (hQ : ∀ A, (Q A).IsSymm)
    (hst : PairStable Q) {i j : ι} (hij : i ≠ j) : 0 ≤ pairExcess Q i j := by
  -- test the stability with a rotation by 45 degrees
  have h := hst i j hij (Real.pi / 4)
  rw [locF_pairRotation Q hQ hij, show 2 * (Real.pi / 4) = Real.pi / 2 by ring,
    Real.cos_pi_div_two, Real.sin_pi_div_two] at h
  linarith

omit [DecidableEq ι] in
/-- For symmetric matrices, the excesses summed over all ordered pairs of orbitals, equal ones
included, are a combination of the functional and the traces. -/
theorem sum_pairExcess (Q : α → Matrix ι ι ℝ) (hQ : ∀ A, (Q A).IsSymm) :
    ∑ i, ∑ j, pairExcess Q i j = 2 * ((Fintype.card ι : ℝ) * locF Q -
      ∑ A, (Matrix.trace (Q A) ^ 2 + 2 * Matrix.trace (Q A * Q A))) := by
  have single : ∀ A, ∑ i, ∑ j, ((Q A i i - Q A j j) ^ 2 - 4 * Q A i j ^ 2) =
      2 * ((Fintype.card ι : ℝ) * ∑ i, Q A i i ^ 2 -
        (Matrix.trace (Q A) ^ 2 + 2 * Matrix.trace (Q A * Q A))) := by
    intro A
    have ht : Matrix.trace (Q A * Q A) = ∑ i, ∑ j, Q A i j ^ 2 := by
      simp only [Matrix.trace, Matrix.diag_apply, Matrix.mul_apply]
      refine Finset.sum_congr rfl fun i _ => Finset.sum_congr rfl fun j _ => ?_
      rw [(hQ A).apply i j]
      ring
    rw [ht]
    simp only [Matrix.trace, Matrix.diag_apply, sub_sq, Finset.sum_add_distrib,
      Finset.sum_sub_distrib, Finset.sum_const, Finset.card_univ, nsmul_eq_mul,
      ← Finset.mul_sum, ← Finset.sum_mul]
    ring
  unfold pairExcess
  -- exchange the sums over pairs and over matrices
  have hc : ∀ i, ∑ j, ∑ A, ((Q A i i - Q A j j) ^ 2 - 4 * Q A i j ^ 2) =
      ∑ A, ∑ j, ((Q A i i - Q A j j) ^ 2 - 4 * Q A i j ^ 2) := fun i => Finset.sum_comm
  rw [Finset.sum_congr rfl fun i _ => hc i, Finset.sum_comm,
    Finset.sum_congr rfl fun A _ => single A, ← Finset.mul_sum, Finset.sum_sub_distrib,
    ← Finset.mul_sum]
  rfl

/-- Guaranteed quality: for symmetric matrices and pairwise stable orbitals, the functional is
at least the stated combination of traces divided by the number of orbitals plus two. -/
theorem pairStable_lower_bound (Q : α → Matrix ι ι ℝ) (hQ : ∀ A, (Q A).IsSymm)
    (hst : PairStable Q) :
    (∑ A, (Matrix.trace (Q A) ^ 2 + 2 * Matrix.trace (Q A * Q A))) /
      ((Fintype.card ι : ℝ) + 2) ≤ locF Q := by
  -- the added diagonal term cancels the excess of an orbital with itself
  have h : 0 ≤ ∑ i, ∑ j,
      (pairExcess Q i j + if i = j then 4 * ∑ A, Q A i i ^ 2 else 0) := by
    refine Finset.sum_nonneg fun i _ => Finset.sum_nonneg fun j _ => ?_
    by_cases hij : i = j
    · subst hij
      simp [pairExcess, Finset.mul_sum]
    · simpa [hij] using pairExcess_nonneg Q hQ hst hij
  have hF : ∑ i, ∑ A, Q A i i ^ 2 = locF Q := Finset.sum_comm
  simp only [Finset.sum_add_distrib, Finset.sum_ite_eq, Finset.mem_univ, if_true,
    ← Finset.mul_sum] at h
  rw [sum_pairExcess Q hQ, hF] at h
  rw [div_le_iff₀ (by positivity)]
  linarith

/-- The two real Pauli matrices, `σ_z` and `σ_x`. -/
def pauliPair : Fin 2 → Matrix (Fin 2) (Fin 2) ℝ :=
  ![!![1, 0; 0, -1], !![0, 1; 1, 0]]

/-- The bound is attained for two orbitals: the two real Pauli matrices are symmetric, their
orbitals are pairwise stable, and the functional equals the bound. -/
theorem pauliPair_witness :
    (∀ A, (pauliPair A).IsSymm) ∧ PairStable pauliPair ∧
      locF pauliPair = (∑ A, (Matrix.trace (pauliPair A) ^ 2 +
        2 * Matrix.trace (pauliPair A * pauliPair A))) / ((Fintype.card (Fin 2) : ℝ) + 2) := by
  have hs : ∀ A, (pauliPair A).IsSymm := by
    intro A
    refine Matrix.IsSymm.ext fun i j => ?_
    fin_cases A <;> fin_cases i <;> fin_cases j <;> simp [pauliPair]
  refine ⟨hs, ?_, ?_⟩
  · intro i j hij θ
    have hX : ∑ A, (pauliPair A i i - pauliPair A j j) * pauliPair A i j = 0 := by
      fin_cases i <;> fin_cases j <;> simp [pauliPair, Fin.sum_univ_two]
    have hE : pairExcess pauliPair i j = 0 := by
      fin_cases i <;> fin_cases j
      · exact (hij rfl).elim
      · norm_num [pairExcess, pauliPair, Fin.sum_univ_two]
      · norm_num [pairExcess, pauliPair, Fin.sum_univ_two]
      · exact (hij rfl).elim
    rw [locF_pairRotation pauliPair hs hij, hX, hE]
    linarith
  · norm_num [locF, pauliPair, Fin.sum_univ_two, Matrix.trace_fin_two, Matrix.mul_apply]

end

end PairStableOrbitals
```

```lean
#print axioms PairStableOrbitals.pairStable_lower_bound
-- 'PairStableOrbitals.pairStable_lower_bound' depends on axioms: [propext, Classical.choice, Quot.sound]
```

**The proof in Lean.** `inBasis_diag` computes the diagonal element for a combination of two orbitals. `locF_pairRotation` applies it to both rotated orbitals; its step `hd` records that only their diagonal elements change, and the final `linear_combination` uses $\sin^2\theta+\cos^2\theta=1$ to reach the double-angle formula. `pairExcess_nonneg` inserts $\theta=\pi/4$.

In `sum_pairExcess`, the step `single` is the double sum for one matrix, and the sums over pairs and matrices are then exchanged. `pairStable_lower_bound` keeps the sum over all $i,j$ but adds $4\sum_A(Q^A_{ii})^2$ when $i=j$, which cancels $E_{ii}$. Every term is then nonnegative, and `div_le_iff₀` handles the division by the positive number $n+2$. Finally, `pauliPair_witness` checks symmetry, stability and equality for the two Pauli matrices, using the rotation formula for stability.

**For your localisation.** The bound applies to Pipek–Mezey localisation with symmetric population matrices, and to Foster–Boys localisation in the form that maximises the summed squares of the orbital centroids, in both cases for finitely many real orbitals. The theorem doesn't describe a numerical run exactly: a program stops at some finite threshold, for example on the gain, the gradient or the rotation angles, whereas `PairStable` demands that no pair rotation gives any gain. A value of $F$ clearly below the floor therefore means that some pair can still be improved, or that the matrices are not what you think they are. A value above it doesn't show that you have found the global maximum.
